# The generalised Kadanoff-Baym ansatz fails for an interacting Hubbard atom with correlated spin occupations

Take a Hubbard atom with level e and repulsion U ≠ 0 that holds exactly one electron, spin up or down with probability 1/2 each. Removing the up electron costs one energy, so the lesser function for t > 0 has a single frequency:

G^<(t) = (i/2) exp(−iet)

The generalised Kadanoff-Baym ansatz (GKBA), fed with the exact retarded function, gives two:

A(t) = (i/4) [exp(−iet) + exp(−i(e+U)t)]

At t = π/|U| the ansatz vanishes, while the exact function has modulus 1/2.

## The error is the correlation between the spins

Let p0, p1, p1, p2 be the weights of the empty, up, down and doubly occupied states, with p0 + 2p1 + p2 = 1. Each spin has occupation n = p1 + p2. For t > 0,

G^<(t) − A(t) = i (p0 p2 − p1²) [exp(−i(e+U)t) − exp(−iet)]

Normalisation gives p0 p2 − p1² = p2 − n², the double occupancy minus its uncorrelated value. For U ≠ 0, the ansatz is exact at all t > 0 if and only if p0 p2 = p1².

## Where a GKBA code makes this replacement

A GKBA code that evaluates the collision integral explicitly propagates the one-time density matrix and rebuilds the two-time functions inside that integral. For t > t′ it uses

G^<(t,t′) ≈ i G^R(t,t′) G^<(t′,t′)

Here t′ = 0. In the atomic limit, a reconstruction routine given the exact G^R and the exact occupation n should show an error of modulus 2|p0 p2 − p1²| at t = π/|U|. This isolates the reconstruction error from that of an approximate propagator, for a single site without hopping or bath.

## From transition energies to the error

The up-spin annihilator c connects up to empty, at energy difference e, and double to down, at (2e+U) − e = e+U. Write a = exp(−iet) and b = exp(−i(e+U)t), with ħ = 1. Then c†c(t) is diagonal, with entries a on up and b on double; c(t)c† has a on empty and b on down. Hence

G^<(t) = i⟨c†c(t)⟩ = i(p1 a + p2 b)

G^>(t) = −i⟨c(t)c†⟩ = −i(p0 a + p1 b)

For t > 0, using p0 + p1 = 1 − n,

G^R(t) = G^>(t) − G^<(t) = −i[(1−n)a + n b]

Since G^<(0) = i n,

A(t) = i G^R(t) G^<(0) = i n[(1−n)a + n b]

The coefficient of b in G^< − A is i times

p2 − n² = p2(p0 + 2p1 + p2) − (p1 + p2)² = p0 p2 − p1²

That of a is i times

p1 − n(1−n) = n − p2 − n + n² = −(p0 p2 − p1²)

This is the error formula. At t = π/|U|, b = −a, so the error has modulus 2|p0 p2 − p1²|. Exactness at that time forces p0 p2 = p1²; conversely, this condition removes the error at every t > 0.

For grand-canonical weights at inverse temperature β and chemical potential μ the condition reads

exp(−β(2e + U − 2μ)) = exp(−2β(e − μ))

or βU = 0. With U ≠ 0 and β finite, only β = 0 remains. The error still tends to zero as β → ∞ when the empty or the doubly occupied state is the unique minimum of E − μN, with E the energy and N the electron number of a state, since then p1 and p0 p2 both vanish.

## The atom as 4×4 matrices

In Lean 4 with Mathlib:

```lean
import Mathlib

open Matrix

namespace HubbardAtomGKBA

noncomputable section

/-- The phase factor `exp(-i w t)` of a level with energy `w`. -/
def phase (w t : ℝ) : ℂ := Complex.exp (((-(w * t) : ℝ) : ℂ) * Complex.I)

/-- Annihilator of a spin-up electron in the basis empty, up, down, doubly occupied. -/
def annihilator : Matrix (Fin 4) (Fin 4) ℂ :=
  !![0, 1, 0, 0; 0, 0, 0, 0; 0, 0, 0, 1; 0, 0, 0, 0]

/-- Energies of the four states of the Hubbard atom with level `e` and repulsion `U`. -/
def energy (e U : ℝ) : Fin 4 → ℝ := ![0, e, e, 2 * e + U]

/-- The time evolution operator `exp(-i H t)` of the atom. -/
def evolution (e U t : ℝ) : Matrix (Fin 4) (Fin 4) ℂ :=
  Matrix.diagonal fun k => phase (energy e U k) t

/-- The annihilator in the Heisenberg picture. -/
def heisenberg (e U t : ℝ) : Matrix (Fin 4) (Fin 4) ℂ :=
  evolution e U (-t) * annihilator * evolution e U t

/-- Density matrix with weight `p0` on the empty state, `p1` on each singly occupied state
and `p2` on the doubly occupied state. -/
def density (p0 p1 p2 : ℝ) : Matrix (Fin 4) (Fin 4) ℂ :=
  Matrix.diagonal ![(p0 : ℂ), (p1 : ℂ), (p1 : ℂ), (p2 : ℂ)]

/-- Lesser Green's function `i ⟨c† c(t)⟩`. -/
def lesser (p0 p1 p2 e U t : ℝ) : ℂ :=
  Complex.I * (density p0 p1 p2 * (annihilatorᴴ * heisenberg e U t)).trace

/-- Greater Green's function `-i ⟨c(t) c†⟩`. -/
def greater (p0 p1 p2 e U t : ℝ) : ℂ :=
  -Complex.I * (density p0 p1 p2 * (heisenberg e U t * annihilatorᴴ)).trace

/-- Retarded Green's function: greater minus lesser at positive times, zero otherwise. -/
def retarded (p0 p1 p2 e U t : ℝ) : ℂ :=
  if 0 < t then greater p0 p1 p2 e U t - lesser p0 p1 p2 e U t else 0

/-- The generalised Kadanoff-Baym ansatz for the lesser function at positive times:
the retarded function times the equal-time lesser function, with a factor `i`. -/
def ansatz (p0 p1 p2 e U t : ℝ) : ℂ :=
  Complex.I * retarded p0 p1 p2 e U t * lesser p0 p1 p2 e U 0

/-- The spin-up annihilator and its adjoint obey the canonical anticommutation relation. -/
theorem anticommutator :
    annihilator * annihilatorᴴ + annihilatorᴴ * annihilator = 1 := by
  ext i j
  simp only [Matrix.add_apply, Matrix.mul_apply, Matrix.conjTranspose_apply,
    Fin.sum_univ_four]
  fin_cases i <;> fin_cases j <;> simp [annihilator]

/-- Each matrix element of the Heisenberg annihilator rotates with the energy difference of
the two states it connects. -/
theorem heisenberg_apply (e U t : ℝ) (i j : Fin 4) :
    heisenberg e U t i j = annihilator i j * phase (energy e U j - energy e U i) t := by
  have h : phase (energy e U i) (-t) * phase (energy e U j) t
      = phase (energy e U j - energy e U i) t := by
    unfold phase
    rw [← Complex.exp_add]
    congr 1
    push_cast
    ring
  simp only [heisenberg, evolution, Matrix.mul_diagonal, Matrix.diagonal_mul]
  rw [← h]
  ring

/-- Lehmann form of the lesser function: weight `p1` at energy `e` and `p2` at `e + U`. -/
theorem lesser_eq (p0 p1 p2 e U t : ℝ) :
    lesser p0 p1 p2 e U t = Complex.I * (p1 * phase e t + p2 * phase (e + U) t) := by
  have h : 2 * e + U - e = e + U := by ring
  simp only [lesser, density, Matrix.trace, Matrix.diag_apply, Matrix.diagonal_mul]
  simp only [Matrix.mul_apply, Matrix.conjTranspose_apply, heisenberg_apply, Fin.sum_univ_four]
  simp [annihilator, energy, h]

/-- Lehmann form of the greater function: weight `p0` at energy `e` and `p1` at `e + U`. -/
theorem greater_eq (p0 p1 p2 e U t : ℝ) :
    greater p0 p1 p2 e U t = -Complex.I * (p0 * phase e t + p1 * phase (e + U) t) := by
  have h : 2 * e + U - e = e + U := by ring
  simp only [greater, density, Matrix.trace, Matrix.diag_apply, Matrix.diagonal_mul]
  simp only [Matrix.mul_apply, Matrix.conjTranspose_apply, heisenberg_apply, Fin.sum_univ_four]
  simp [annihilator, energy, h]

/-- With `n = p1 + p2` electrons per spin, the ansatz at positive times puts weight `n (1 - n)` at
energy `e` and `n ^ 2` at `e + U`. -/
theorem ansatz_eq {p0 p1 p2 : ℝ} (hs : p0 + 2 * p1 + p2 = 1) (e U : ℝ) {t : ℝ} (ht : 0 < t) :
    ansatz p0 p1 p2 e U t = Complex.I * ((p1 + p2) *
      ((1 - (p1 + p2)) * phase e t + (p1 + p2) * phase (e + U) t)) := by
  have hc : (p0 : ℂ) + 2 * p1 + p2 = 1 := by exact_mod_cast hs
  have h0 : lesser p0 p1 p2 e U 0 = Complex.I * (p1 + p2) := by
    rw [lesser_eq]
    simp [phase]
  rw [ansatz, retarded, if_pos ht, h0, lesser_eq, greater_eq]
  -- only `I ^ 2 = -1` and the normalisation of the state are needed
  linear_combination
    (-Complex.I * ((p1 + p2) * ((p0 + p1) * phase e t + (p1 + p2) * phase (e + U) t)))
      * Complex.I_sq + (Complex.I * (p1 + p2) * phase e t) * hc

/-- At positive times the error of the ansatz is proportional to `p0 p2 - p1 ^ 2` and to the
difference of the phase factors at `e + U` and `e`. -/
theorem ansatz_error {p0 p1 p2 : ℝ} (hs : p0 + 2 * p1 + p2 = 1) (e U : ℝ) {t : ℝ}
    (ht : 0 < t) :
    lesser p0 p1 p2 e U t - ansatz p0 p1 p2 e U t =
      Complex.I * ((p0 * p2 - p1 ^ 2 : ℝ) : ℂ) * (phase (e + U) t - phase e t) := by
  have hc : (p0 : ℂ) + 2 * p1 + p2 = 1 := by exact_mod_cast hs
  rw [ansatz_eq hs e U ht, lesser_eq]
  push_cast
  linear_combination (-Complex.I * p2 * (phase (e + U) t - phase e t)) * hc

/-- At time `π / |U|` the phase factors at `e + U` and `e` are opposite. -/
theorem phase_half_period (e : ℝ) {U : ℝ} (hU : U ≠ 0) :
    phase (e + U) (Real.pi / |U|) = -phase e (Real.pi / |U|) := by
  have hadd : phase (e + U) (Real.pi / |U|)
      = phase e (Real.pi / |U|) * phase U (Real.pi / |U|) := by
    unfold phase
    rw [← Complex.exp_add]
    congr 1
    push_cast
    ring
  have hm : phase U (Real.pi / |U|) = -1 := by
    unfold phase
    rcases lt_or_gt_of_ne hU with h | h
    · have h1 : -(U * (Real.pi / |U|)) = Real.pi := by
        rw [abs_of_neg h, div_neg, mul_neg, neg_neg]
        field_simp
      rw [h1, Complex.exp_pi_mul_I]
    · have h1 : U * (Real.pi / |U|) = Real.pi := by
        rw [abs_of_pos h]
        field_simp
      rw [h1, Complex.ofReal_neg, neg_mul, Complex.exp_neg, Complex.exp_pi_mul_I]
      norm_num
  rw [hadd, hm, mul_neg_one]

/-- At time `π / |U|` the error of the ansatz has modulus `2 |p0 p2 - p1 ^ 2|`. -/
theorem error_half_period {p0 p1 p2 : ℝ} (hs : p0 + 2 * p1 + p2 = 1) (e : ℝ) {U : ℝ}
    (hU : U ≠ 0) :
    ‖lesser p0 p1 p2 e U (Real.pi / |U|) - ansatz p0 p1 p2 e U (Real.pi / |U|)‖
      = 2 * |p0 * p2 - p1 ^ 2| := by
  have ht : 0 < Real.pi / |U| := div_pos Real.pi_pos (abs_pos.mpr hU)
  have hn : ‖phase e (Real.pi / |U|)‖ = 1 := Complex.norm_exp_ofReal_mul_I _
  rw [ansatz_error hs e U ht, phase_half_period e hU, ← neg_add', ← two_mul, norm_mul,
    norm_mul, norm_neg, norm_mul, hn, Complex.norm_I, Complex.norm_real, Real.norm_eq_abs,
    Complex.norm_ofNat]
  ring

/-- For an interacting Hubbard atom the generalised Kadanoff-Baym ansatz reproduces the lesser
function at all positive times if and only if `p0 p2 = p1 ^ 2`. -/
theorem ansatz_exact_iff {p0 p1 p2 : ℝ} (hs : p0 + 2 * p1 + p2 = 1) (e : ℝ) {U : ℝ}
    (hU : U ≠ 0) :
    (∀ t : ℝ, 0 < t → lesser p0 p1 p2 e U t = ansatz p0 p1 p2 e U t)
      ↔ p0 * p2 = p1 ^ 2 := by
  constructor
  · intro h
    -- test the ansatz at time `π / |U|`, where the modulus of its error is known
    have h1 := error_half_period hs e hU
    rw [h _ (div_pos Real.pi_pos (abs_pos.mpr hU)), sub_self, norm_zero] at h1
    have h2 : p0 * p2 - p1 ^ 2 = 0 := abs_eq_zero.mp (by linarith)
    linarith
  · intro h t ht
    apply sub_eq_zero.mp
    rw [ansatz_error hs e U ht, h, sub_self]
    simp

/-- Grand-canonical Boltzmann factor of a state with energy `E` and `N` electrons. -/
def boltzmann (β μ E N : ℝ) : ℝ := Real.exp (-β * (E - μ * N))

/-- Grand partition function of the Hubbard atom. -/
def partition (β μ e U : ℝ) : ℝ :=
  1 + 2 * boltzmann β μ e 1 + boltzmann β μ (2 * e + U) 2

/-- For an interacting Hubbard atom with grand-canonical weights the ansatz is exact at all
positive times if and only if the inverse temperature `β` is zero. -/
theorem thermal_exact_iff (β μ e : ℝ) {U : ℝ} (hU : U ≠ 0) :
    (∀ t : ℝ, 0 < t →
      lesser (1 / partition β μ e U) (boltzmann β μ e 1 / partition β μ e U)
          (boltzmann β μ (2 * e + U) 2 / partition β μ e U) e U t
        = ansatz (1 / partition β μ e U) (boltzmann β μ e 1 / partition β μ e U)
          (boltzmann β μ (2 * e + U) 2 / partition β μ e U) e U t) ↔ β = 0 := by
  have hZ : partition β μ e U ≠ 0 := by
    unfold partition boltzmann
    positivity
  have hs : 1 / partition β μ e U + 2 * (boltzmann β μ e 1 / partition β μ e U)
      + boltzmann β μ (2 * e + U) 2 / partition β μ e U = 1 := by
    rw [← mul_div_assoc, ← add_div, ← add_div]
    exact div_self hZ
  rw [ansatz_exact_iff hs e hU, div_mul_div_comm, one_mul, div_pow,
    ← sq (partition β μ e U), div_left_inj' (pow_ne_zero 2 hZ)]
  -- the partition function has dropped out; compare the exponents
  unfold boltzmann
  rw [sq, ← Real.exp_add, Real.exp_eq_exp]
  constructor
  · intro h
    have h1 : β * U = 0 := by linear_combination -h
    exact (mul_eq_zero.mp h1).resolve_right hU
  · intro h
    rw [h]
    ring

end

end HubbardAtomGKBA
```

```lean
#print axioms HubbardAtomGKBA.anticommutator
-- 'HubbardAtomGKBA.anticommutator' depends on axioms: [propext, Classical.choice, Quot.sound]
#print axioms HubbardAtomGKBA.ansatz_exact_iff
-- 'HubbardAtomGKBA.ansatz_exact_iff' depends on axioms: [propext, Classical.choice, Quot.sound]
#print axioms HubbardAtomGKBA.thermal_exact_iff
-- 'HubbardAtomGKBA.thermal_exact_iff' depends on axioms: [propext, Classical.choice, Quot.sound]
```

`density` holds the weights, `phase` the factors a and b, and `lesser`, `greater` and `retarded` the three Green's functions. `anticommutator` checks that the matrix chosen for c satisfies cc† + c†c = 1. `heisenberg_apply` supplies the transition energies, from which `lesser_eq` and `greater_eq` evaluate the traces. In `ansatz_eq` and `ansatz_error`, `linear_combination` carries out the algebra with i² = −1 and normalisation. `phase_half_period` and `error_half_period` treat the test time, `ansatz_exact_iff` draws the equivalence, and `thermal_exact_iff` cancels the partition function and compares exponents.

## An isolated atom with its exact propagator

The theorems about the ansatz assume a stationary, spin-symmetric state, diagonal in the four basis states, and cover positive times only. They require normalisation but not positive weights; a physical state has non-negative ones. Lattices, driven dynamics and the accumulated error of a propagation are not covered.

The definition of `retarded` matters. Many GKBA codes use a Hartree-Fock propagator instead, which here would give A(t) = i n exp(−i(e+Un)t). With p1, p2 > 0 and U ≠ 0, this single frequency cannot match the two in G^<, even when p0 p2 = p1².
